# Responses of symmetric Hamiltonians at selected energies fix the overlaps between different waves, but not the norms

Ultrasoft pseudopotentials with several reference energies use augmentation charges: the differences, inside the core region, between the overlaps of the original waves and those of the pseudized waves. In a finite-matrix model where both systems have a symmetric Hamiltonian and the ordinary dot product, matching the responses at the reference energies makes every off-diagonal charge vanish. The diagonal charges vanish only where the energy slopes of the responses match too.

## From the driven equation to the overlaps

Let $H$ be a real symmetric matrix and $v$ a real source vector. An energy $e$ is regular when $\det(H-e)\neq 0$. At such an energy, define the wave and the response by

$$x(e)=(H-e)^{-1}v,\qquad R(e)=v\cdot x(e).$$

Physically, $H$ describes a finite region, $v$ drives it through its boundary, and $R$ is the amplitude returned there. Equal responses represent equal scattering. A second system has $H'$, $v'$, $x'$ and $R'$, possibly in a different dimension.

Multiplying by $H-e$ or its inverse shows that $x(e)$ is the unique solution of $Hx=ex+v$. For regular $a$ and $b$, symmetry gives $x(a)\cdot Hx(b)=Hx(a)\cdot x(b)$. Inserting the driven equation on both sides,

$$b\,x(a)\cdot x(b)+x(a)\cdot v=a\,x(a)\cdot x(b)+v\cdot x(b),$$

and therefore

$$(a-b)\,x(a)\cdot x(b)=R(a)-R(b).$$

Now let the responses agree at distinct energies $e_i$ regular for both systems, and write $x_i=x(e_i)$, $x'_i=x'(e_i)$. For $i\neq j$,

$$x_i\cdot x_j=\frac{R(e_i)-R(e_j)}{e_i-e_j}=\frac{R'(e_i)-R'(e_j)}{e_i-e_j}=x'_i\cdot x'_j.$$

For the norms, fix a regular $e$. The determinant is continuous, so nearby energies $t$ are regular, and the inverse, adjugate over determinant, is continuous at $e$. Hence

$$\frac{R(t)-R(e)}{t-e}=x(t)\cdot x(e)\longrightarrow x(e)\cdot x(e)\qquad(t\to e),$$

so $dR/de=x(e)\cdot x(e)$. The norms at $e_i$ agree exactly when the slopes of $R$ and $R'$ agree there. The augmentation charges $Q_{ij}=x_i\cdot x_j-x'_i\cdot x'_j$ thus form a diagonal matrix whose entries are the slope differences. Generalized norm conservation in its usual sense demands $Q_{ij}=0$ for all pairs; matching at the selected energies supplies the part with $i\neq j$.

Conversely, suppose $R(e_k)=R'(e_k)$ at one reference energy and $x_i\cdot x_k=x'_i\cdot x'_k$ for all $i\neq k$. The overlap identity gives $R(e_i)-R(e_k)=R'(e_i)-R'(e_k)$, so the responses agree at every $e_i$.

## Waves, responses and charges as Lean objects

The index types `n` and `m` label the basis states of the two systems, and `ι` labels the energies.

```lean
import Mathlib

open Matrix Filter Topology

namespace GeneralizedNormConservation

noncomputable section

variable {n m ι : Type*} [Fintype n] [DecidableEq n] [Fintype m] [DecidableEq m]
```

Regularity is the determinant condition used above.

```lean
/-- An energy `e` is regular for `H` when `H - e` is invertible. -/
def Regular (H : Matrix n n ℝ) (e : ℝ) : Prop :=
  (H - e • (1 : Matrix n n ℝ)).det ≠ 0
```

The wave is an unnormalised vector: its length carries information, since the source sets its scale.

```lean
/-- The wave `x(e) = (H - e)⁻¹ v` driven by the source `v`, for regular energies `e`. -/
def wave (H : Matrix n n ℝ) (v : n → ℝ) (e : ℝ) : n → ℝ :=
  (H - e • (1 : Matrix n n ℝ))⁻¹ *ᵥ v
```

The response is its dot product with the source.

```lean
/-- The response `R(e) = v · (H - e)⁻¹ v`, for regular energies `e`. -/
def response (H : Matrix n n ℝ) (v : n → ℝ) (e : ℝ) : ℝ :=
  v ⬝ᵥ wave H v e
```

The charges compare the two systems at the same energies, using the ordinary dot product in each.

```lean
/-- The augmentation charges `Q i j = x i · x j - x' i · x' j` of two systems, for energies
regular for both. -/
def augmentation (H : Matrix n n ℝ) (v : n → ℝ) (H' : Matrix m m ℝ) (v' : m → ℝ)
    (e : ι → ℝ) : Matrix ι ι ℝ :=
  fun i j => wave H v (e i) ⬝ᵥ wave H v (e j) - wave H' v' (e i) ⬝ᵥ wave H' v' (e j)
```

## The driven equation and the overlap identity

The first theorem turns the inverse into an equation. Each direction multiplies by $H-e$ or its inverse, with regularity providing the cancellation.

```lean
/-- At a regular energy the wave is the unique solution of the driven Schrödinger equation
`H x = e x + v`. -/
theorem wave_eq_iff {H : Matrix n n ℝ} {v x : n → ℝ} {e : ℝ} (h : Regular H e) :
    wave H v e = x ↔ H *ᵥ x = e • x + v := by
  have hu : IsUnit (H - e • (1 : Matrix n n ℝ)).det := isUnit_iff_ne_zero.mpr h
  constructor
  · intro hx
    have h1 : (H - e • (1 : Matrix n n ℝ)) *ᵥ x = v := by
      rw [← hx, wave, Matrix.mulVec_mulVec, Matrix.mul_nonsing_inv _ hu, Matrix.one_mulVec]
    rw [Matrix.sub_mulVec, Matrix.smul_mulVec, Matrix.one_mulVec, sub_eq_iff_eq_add] at h1
    rw [h1, add_comm]
  · intro hx
    have h1 : (H - e • (1 : Matrix n n ℝ)) *ᵥ x = v := by
      rw [Matrix.sub_mulVec, Matrix.smul_mulVec, Matrix.one_mulVec, hx, add_sub_cancel_left]
    rw [wave, ← h1, Matrix.mulVec_mulVec, Matrix.nonsing_inv_mul _ hu, Matrix.one_mulVec]
```

In the next proof, `key` is the symmetry step. Rewriting with `wave_eq_iff` inserts the driven equation for both waves, and `linear_combination` collects the terms.

```lean
/-- For symmetric `H` and regular energies `a`, `b`, the overlap of two waves times their
energy difference is the difference of the responses. -/
theorem overlap_identity {H : Matrix n n ℝ} (hH : H.IsSymm) (v : n → ℝ) {a b : ℝ}
    (ha : Regular H a) (hb : Regular H b) :
    (a - b) * (wave H v a ⬝ᵥ wave H v b) = response H v a - response H v b := by
  -- move `H` from one wave to the other
  have key : wave H v a ⬝ᵥ (H *ᵥ wave H v b) = (H *ᵥ wave H v a) ⬝ᵥ wave H v b := by
    rw [Matrix.dotProduct_mulVec, ← Matrix.mulVec_transpose, hH.eq]
  rw [(wave_eq_iff ha).1 rfl, (wave_eq_iff hb).1 rfl] at key
  simp only [dotProduct_add, add_dotProduct, dotProduct_smul, smul_dotProduct,
    smul_eq_mul] at key
  have c := dotProduct_comm v (wave H v a)
  unfold response
  linear_combination (-1) * key - c
```

## The slope is a squared norm

Here `hi` is the continuity of the inverse, `ht` the limit of $x(t)\cdot x(e)$, and `hreg` the regularity of nearby energies. The final lines identify the difference quotient with the overlap through `overlap_identity`. `HasDerivAt` states that the derivative exists and equals the squared norm.

```lean
/-- For symmetric `H`, the energy slope of the response at a regular energy is the squared
norm of the wave. -/
theorem hasDerivAt_response {H : Matrix n n ℝ} (hH : H.IsSymm) (v : n → ℝ) {e : ℝ}
    (h : Regular H e) :
    HasDerivAt (response H v) (wave H v e ⬝ᵥ wave H v e) e := by
  have hM : Continuous fun t : ℝ => H - t • (1 : Matrix n n ℝ) :=
    continuous_const.sub (continuous_id.smul continuous_const)
  -- the resolvent is continuous at a regular energy
  have hi : ContinuousAt (fun t : ℝ => (H - t • (1 : Matrix n n ℝ))⁻¹) e := by
    simp only [Matrix.inv_def, Ring.inverse_eq_inv']
    exact (hM.matrix_det.continuousAt.inv₀ h).smul hM.matrix_adjugate.continuousAt
  have hL : Continuous fun M : Matrix n n ℝ => (M *ᵥ v) ⬝ᵥ wave H v e := by
    simp only [Matrix.mulVec, dotProduct]
    exact continuous_finsetSum _ fun i _ => (continuous_finsetSum _ fun j _ =>
      (continuous_id.matrix_elem i j).mul continuous_const).mul continuous_const
  have ht : Tendsto (fun t => wave H v t ⬝ᵥ wave H v e) (𝓝[≠] e)
      (𝓝 (wave H v e ⬝ᵥ wave H v e)) :=
    ((hL.tendsto _).comp hi.tendsto).mono_left nhdsWithin_le_nhds
  have hreg : ∀ᶠ t in 𝓝[≠] e, Regular H t :=
    (hM.matrix_det.continuousAt.eventually_ne h).filter_mono nhdsWithin_le_nhds
  -- the difference quotient is an overlap of two waves
  rw [hasDerivAt_iff_tendsto_slope]
  refine ht.congr' ?_
  filter_upwards [hreg, self_mem_nhdsWithin] with t ht1 ht2
  have hne : t - e ≠ 0 := sub_ne_zero.mpr ht2
  rw [slope_def_field, eq_div_iff hne]
  linear_combination overlap_identity hH v ht1 h
```

## Two systems with matched responses

Distinct energies are expressed by `Function.Injective e`, and `hR` is the matching condition. The first part of the proof cancels the nonzero factor $e_i-e_j$; the second replaces each derivative by its squared norm.

```lean
/-- If two symmetric systems have equal responses at distinct energies regular for both, their
waves have equal overlaps between different energies, and the norms at an energy agree exactly
when the energy slopes of the responses agree there. -/
theorem generalized_norm_conservation {H : Matrix n n ℝ} {H' : Matrix m m ℝ}
    (hH : H.IsSymm) (hH' : H'.IsSymm) (v : n → ℝ) (v' : m → ℝ) {e : ι → ℝ}
    (he : Function.Injective e) (hr : ∀ i, Regular H (e i)) (hr' : ∀ i, Regular H' (e i))
    (hR : ∀ i, response H v (e i) = response H' v' (e i)) :
    (∀ i j, i ≠ j →
      wave H v (e i) ⬝ᵥ wave H v (e j) = wave H' v' (e i) ⬝ᵥ wave H' v' (e j)) ∧
    (∀ i, wave H v (e i) ⬝ᵥ wave H v (e i) = wave H' v' (e i) ⬝ᵥ wave H' v' (e i) ↔
      deriv (response H v) (e i) = deriv (response H' v') (e i)) := by
  constructor
  · intro i j hij
    have hne : e i - e j ≠ 0 := sub_ne_zero.mpr (he.ne hij)
    apply mul_left_cancel₀ hne
    rw [overlap_identity hH v (hr i) (hr j), overlap_identity hH' v' (hr' i) (hr' j),
      hR i, hR j]
  · intro i
    rw [(hasDerivAt_response hH v (hr i)).deriv, (hasDerivAt_response hH' v' (hr' i)).deriv]
```

The matrix form splits into $i=j$, where the slope formula applies, and $i\neq j$, where the preceding theorem gives zero.

```lean
/-- For symmetric systems with equal responses at distinct energies regular for both, the matrix
of augmentation charges is diagonal, and its entries are the differences of the energy slopes. -/
theorem augmentation_eq_diagonal [DecidableEq ι] {H : Matrix n n ℝ} {H' : Matrix m m ℝ}
    (hH : H.IsSymm) (hH' : H'.IsSymm) (v : n → ℝ) (v' : m → ℝ) {e : ι → ℝ}
    (he : Function.Injective e) (hr : ∀ i, Regular H (e i)) (hr' : ∀ i, Regular H' (e i))
    (hR : ∀ i, response H v (e i) = response H' v' (e i)) :
    augmentation H v H' v' e = Matrix.diagonal fun i =>
      deriv (response H v) (e i) - deriv (response H' v') (e i) := by
  ext i j
  by_cases hij : i = j
  · subst hij
    rw [Matrix.diagonal_apply_eq, (hasDerivAt_response hH v (hr i)).deriv,
      (hasDerivAt_response hH' v' (hr' i)).deriv]
    rfl
  · rw [Matrix.diagonal_apply_ne _ hij]
    exact sub_eq_zero.mpr
      ((generalized_norm_conservation hH hH' v v' he hr hr' hR).1 i j hij)
```

The converse needs only overlaps with the reference wave `k`. It subtracts the two overlap identities and does not require distinct energies.

```lean
/-- Converse: for symmetric systems and energies regular for both, if the responses agree at one
reference energy and all other waves have equal overlaps with the reference wave, then the
responses agree at every energy of the family. -/
theorem response_eq_of_overlaps {H : Matrix n n ℝ} {H' : Matrix m m ℝ}
    (hH : H.IsSymm) (hH' : H'.IsSymm) (v : n → ℝ) (v' : m → ℝ) {e : ι → ℝ}
    (hr : ∀ i, Regular H (e i)) (hr' : ∀ i, Regular H' (e i)) (k : ι)
    (hk : response H v (e k) = response H' v' (e k))
    (ho : ∀ i, i ≠ k →
      wave H v (e i) ⬝ᵥ wave H v (e k) = wave H' v' (e i) ⬝ᵥ wave H' v' (e k)) (i : ι) :
    response H v (e i) = response H' v' (e i) := by
  by_cases hik : i = k
  · rw [hik, hk]
  · have h1 := overlap_identity hH v (hr i) (hr k)
    have h2 := overlap_identity hH' v' (hr' i) (hr' k)
    rw [ho i hik] at h1
    linarith
```

## Two dimers with equal responses and different norms

A two-site Hamiltonian with coupling $s$ shows that the norms can indeed differ.

```lean
/-- The two-site Hamiltonian with zero on-site energies and coupling `s`. -/
def dimer (s : ℝ) : Matrix (Fin 2) (Fin 2) ℝ := !![0, s; s, 0]
```

For source $(c,0)$, solving the driven equation gives

$$x(e)=\frac{c}{s^2-e^2}\,(e,s).$$

At $e=\pm1$, coupling 2 with source $(1,0)$ gives $(e/3,2/3)$, and coupling 7 with source $(4,0)$ gives $(e/12,7/12)$. Both responses equal $e/3$, but the squared norms are $5/9$ and $25/72$. The proof confirms the two waves with `wave_eq_iff` and $e^2=1$. The responses then agree by algebra alone, and $e^2=1$ is used again to show that the norms differ.

```lean
/-- The dimers with couplings 2 and 7 and sources `(1, 0)` and `(4, 0)` are symmetric, and both
energies `e = 1` and `e = -1` are regular for them; there the responses agree but the norms of
the waves differ. -/
theorem norms_not_fixed_by_matching :
    (dimer 2).IsSymm ∧ (dimer 7).IsSymm ∧ ∀ e : ℝ, e = 1 ∨ e = -1 →
      Regular (dimer 2) e ∧ Regular (dimer 7) e ∧
      response (dimer 2) ![1, 0] e = response (dimer 7) ![4, 0] e ∧
      wave (dimer 2) ![1, 0] e ⬝ᵥ wave (dimer 2) ![1, 0] e ≠
        wave (dimer 7) ![4, 0] e ⬝ᵥ wave (dimer 7) ![4, 0] e := by
  have hs : ∀ s : ℝ, (dimer s).IsSymm := by
    intro s
    ext i j
    fin_cases i <;> fin_cases j <;> simp [dimer]
  refine ⟨hs 2, hs 7, ?_⟩
  intro e he'
  have he : e ^ 2 = 1 := by
    rcases he' with h | h <;> rw [h] <;> norm_num
  have hd : ∀ s : ℝ, (dimer s - e • (1 : Matrix (Fin 2) (Fin 2) ℝ)).det = e ^ 2 - s ^ 2 := by
    intro s
    rw [Matrix.det_fin_two]
    simp [dimer]
    ring
  have r2 : Regular (dimer 2) e := by
    rw [Regular, hd, he]
    norm_num
  have r7 : Regular (dimer 7) e := by
    rw [Regular, hd, he]
    norm_num
  -- the explicit waves
  have w2 : wave (dimer 2) ![1, 0] e = ![e / 3, 2 / 3] := by
    rw [wave_eq_iff r2]
    ext i
    fin_cases i <;> simp [dimer, Matrix.mulVec, dotProduct, Fin.sum_univ_two] <;> nlinarith [he]
  have w7 : wave (dimer 7) ![4, 0] e = ![e / 12, 7 / 12] := by
    rw [wave_eq_iff r7]
    ext i
    fin_cases i <;> simp [dimer, Matrix.mulVec, dotProduct, Fin.sum_univ_two] <;> nlinarith [he]
  refine ⟨r2, r7, ?_, ?_⟩
  · rw [response, response, w2, w7]
    simp [dotProduct, Fin.sum_univ_two]
    ring
  · intro h
    rw [w2, w7] at h
    simp [dotProduct, Fin.sum_univ_two] at h
    nlinarith [he, h]

end

end GeneralizedNormConservation
```

```lean
#print axioms GeneralizedNormConservation.augmentation_eq_diagonal
#print axioms GeneralizedNormConservation.response_eq_of_overlaps
#print axioms GeneralizedNormConservation.norms_not_fixed_by_matching
```

```
'GeneralizedNormConservation.augmentation_eq_diagonal' depends on axioms: [propext, Classical.choice, Quot.sound]
'GeneralizedNormConservation.response_eq_of_overlaps' depends on axioms: [propext, Classical.choice, Quot.sound]
'GeneralizedNormConservation.norms_not_fixed_by_matching' depends on axioms: [propext, Classical.choice, Quot.sound]
```

## Giving the pseudized system an overlap matrix

The model could instead equip the second system with a symmetric overlap matrix $S'$ and set $x'(e)=(H'-eS')^{-1}v'$, which is closer to the generalized eigenvalue problem of ultrasoft pseudopotentials. The same derivation by hand then gives

$$(a-b)\,x'(a)\cdot S'x'(b)=R'(a)-R'(b).$$

Matching would equate $x_i\cdot x_j$ with $x'_i\cdot S'x'_j$ for $i\neq j$, and the slope of $R'$ would be $x'\cdot S'x'$. The charges $Q_{ij}$, defined with the plain dot product, could then be nonzero off the diagonal. This variant would need a formal proof of its own; the theorems above take $S'=1$.
